# Fourier contraction of a ring polymer from P to n beads, for odd n ≤ P, satisfies T Tᵀ = (n/P) 1

Let \(n=2m+1\le P\), with \(m\ge 0\) an integer. The \(n\times P\) matrix

\[
T_{lj}=\frac1P\sum_{k=-m}^{m}\cos\!\Big[2\pi k\Big(\frac ln-\frac jP\Big)\Big]
\]

satisfies \(TT^{\mathsf T}=(n/P)\,1\), and each of its rows sums to 1, so a path with all beads at one point stays at that point.

In path-integral simulation a quantum particle becomes a ring of \(P\) beads. Ring-polymer contraction evaluates slowly varying forces on a smaller ring of \(n\) beads, whose positions \(T\) supplies. The theorems concern this linear map for odd \(n\). That the smooth part of a real potential is well represented on \(n\) beads is a separate approximation, which they do not address.

```lean
import Mathlib

open Real Matrix

namespace RingPolymerContraction

noncomputable section
```

## Paths, modes and the matrix

A path is one Cartesian coordinate of all beads, a real function on `Fin P`, with beads numbered from 0. `mode P k φ` has the value \(\cos(2\pi kj/P+\varphi)\) at bead \(j\), with integer wave number \(k\) and phase \(\varphi\).

```lean
/-- The cosine mode of integer wave number `k` and phase `φ`, sampled on a ring of `P` beads. -/
def mode (P : ℕ) (k : ℤ) (φ : ℝ) : Fin P → ℝ :=
  fun j => Real.cos (2 * π * k * (((j : ℕ) : ℝ) / (P : ℝ)) + φ)
```

`contraction m P` is \(T\). Taking \(m\) as the parameter makes \(n\) odd by construction. Bead 0 of both rings sits at the same imaginary time.

```lean
/-- The contraction matrix from `P` beads to `n = 2 m + 1` beads, for `P > 0`: its entries are
`(1/P) ∑ cos (2 π k (l/n - j/P))`, summed over the integers `k` with `|k| ≤ m`. -/
def contraction (m P : ℕ) : Matrix (Fin (2 * m + 1)) (Fin P) ℝ :=
  Matrix.of fun l j => 1 / (P : ℝ) * ∑ k ∈ Finset.Icc (-(m : ℤ)) (m : ℤ),
    Real.cos (2 * π * k * (((l : ℕ) : ℝ) / ((2 * m + 1 : ℕ) : ℝ) - ((j : ℕ) : ℝ) / (P : ℝ)))
```

## Cosine sums round a ring

For a ring of \(N\) beads, an integer \(q\) and a real \(a\), put \(f(j)=\sin(a+2\pi qj/N-\pi q/N)\). Then

\[
2\sin\frac{\pi q}{N}\,\cos\!\Big(a+\frac{2\pi qj}{N}\Big)=f(j+1)-f(j).
\]

Summed over \(j=0,\dots,N-1\), the right side telescopes to \(f(N)-f(0)=0\), since the arguments differ by \(2\pi q\). If \(N\) does not divide \(q\), the sine prefactor is nonzero and the cosine sum vanishes. In Lean, `step` is the displayed identity and `ends` is \(f(N)=f(0)\).

```lean
/-- A cosine wave summed over the `N` beads of a ring vanishes if its wave number is not a
multiple of `N`. -/
theorem sum_cos_eq_zero (N : ℕ) (q : ℤ) (hq : ¬ (N : ℤ) ∣ q) (a : ℝ) :
    ∑ j ∈ Finset.range N, Real.cos (a + 2 * π * q * ((j : ℝ) / (N : ℝ))) = 0 := by
  rcases Nat.eq_zero_or_pos N with h0 | hpos
  · subst h0
    simp
  have hN : (N : ℝ) ≠ 0 := by exact_mod_cast hpos.ne'
  have hs : Real.sin (π * q / N) ≠ 0 := by
    intro h
    obtain ⟨z, hz⟩ := Real.sin_eq_zero_iff.mp h
    have h1 : (z : ℝ) * π * N = π * q := (eq_div_iff hN).mp hz
    have h2 : (q : ℝ) = N * z :=
      mul_left_cancel₀ Real.pi_ne_zero (by linear_combination -h1)
    exact hq ⟨z, by exact_mod_cast h2⟩
  -- multiplied by twice this sine, the sum telescopes
  let f : ℕ → ℝ := fun j => Real.sin (a + 2 * π * q * ((j : ℝ) / (N : ℝ)) - π * q / N)
  have step : ∀ j : ℕ, 2 * Real.sin (π * q / N) *
      Real.cos (a + 2 * π * q * ((j : ℝ) / (N : ℝ))) = f (j + 1) - f j := by
    intro j
    have e : a + 2 * π * q * (((j + 1 : ℕ) : ℝ) / (N : ℝ)) - π * q / N
        = (a + 2 * π * q * ((j : ℝ) / (N : ℝ))) + π * q / N := by
      push_cast
      ring
    simp only [f]
    rw [e, Real.sin_add, Real.sin_sub]
    ring
  have ends : f N = f 0 := by
    have e : a + 2 * π * q * ((N : ℝ) / (N : ℝ)) - π * q / N
        = (a + 2 * π * q * (((0 : ℕ) : ℝ) / (N : ℝ)) - π * q / N) + q * (2 * π) := by
      rw [div_self hN, Nat.cast_zero, zero_div]
      ring
    simp only [f]
    rw [e, Real.sin_add_int_mul_two_pi]
  refine (mul_eq_zero.mp ?_).resolve_left (mul_ne_zero two_ne_zero hs)
  rw [Finset.mul_sum, Finset.sum_congr rfl (fun j _ => step j), Finset.sum_range_sub, ends,
    sub_self]
```

When \(|q|<P\), the only multiple of \(P\) available is \(q=0\), for which the sum is \(P\cos a\).

```lean
/-- For wave numbers `|q| < P`, only the zero mode survives summation over the `P` beads. -/
theorem sum_cos_small (P : ℕ) (q : ℤ) (h1 : -(P : ℤ) < q) (h2 : q < P) (a : ℝ) :
    ∑ j : Fin P, Real.cos (a + 2 * π * q * (((j : ℕ) : ℝ) / (P : ℝ)))
      = if q = 0 then P * Real.cos a else 0 := by
  split_ifs with h
  · subst h
    simp
  · rw [← Finset.sum_range (fun j : ℕ => Real.cos (a + 2 * π * q * ((j : ℝ) / (P : ℝ))))]
    refine sum_cos_eq_zero P q ?_ a
    rintro ⟨c, hc⟩
    have hP : (0 : ℤ) ≤ P := Int.natCast_nonneg P
    rcases lt_trichotomy c 0 with h0 | h0 | h0
    · nlinarith [mul_nonneg hP (by omega : (0 : ℤ) ≤ -1 - c)]
    · exact h (by rw [hc, h0, mul_zero])
    · nlinarith [mul_nonneg hP (by omega : (0 : ℤ) ≤ c - 1)]
```

## What contraction does to a mode

With \(\theta=2\pi k'l/n\), the product formula gives

\[
\begin{aligned}
&\cos\!\Big(\theta-\frac{2\pi k'j}{P}\Big)\cos\!\Big(\frac{2\pi kj}{P}+\varphi\Big)\\
&\quad=\tfrac12\cos\!\Big(\theta+\varphi+\frac{2\pi(k-k')j}{P}\Big)
+\tfrac12\cos\!\Big(\theta-\varphi+\frac{2\pi(-k'-k)j}{P}\Big).
\end{aligned}
\]

Summing over \(j\) and \(k'\) turns the action of \(T\) into ring sums.

```lean
/-- The contraction of a mode, written as sums over the beads of waves with the difference and
the sum of the two wave numbers. -/
theorem contraction_mulVec_mode (m P : ℕ) (k : ℤ) (φ : ℝ) (l : Fin (2 * m + 1)) :
    (contraction m P *ᵥ mode P k φ) l =
      1 / (2 * (P : ℝ)) * ∑ k' ∈ Finset.Icc (-(m : ℤ)) (m : ℤ),
        ((∑ j : Fin P, Real.cos ((2 * π * k' * (((l : ℕ) : ℝ) / ((2 * m + 1 : ℕ) : ℝ)) + φ)
            + 2 * π * ((k - k' : ℤ) : ℝ) * (((j : ℕ) : ℝ) / (P : ℝ))))
        + ∑ j : Fin P, Real.cos ((2 * π * k' * (((l : ℕ) : ℝ) / ((2 * m + 1 : ℕ) : ℝ)) - φ)
            + 2 * π * ((-k' - k : ℤ) : ℝ) * (((j : ℕ) : ℝ) / (P : ℝ)))) := by
  simp only [Matrix.mulVec, dotProduct, contraction, mode, Matrix.of_apply,
    ← Finset.sum_add_distrib]
  rw [Finset.sum_comm, Finset.mul_sum]
  refine Finset.sum_congr rfl fun j _ => ?_
  rw [mul_assoc, Finset.sum_mul, Finset.mul_sum, Finset.mul_sum]
  refine Finset.sum_congr rfl fun k' _ => ?_
  -- product formula for two cosines
  have prod : ∀ A B C D : ℝ, C = A + B → D = A - B →
      1 / (P : ℝ) * (Real.cos A * Real.cos B)
        = 1 / (2 * (P : ℝ)) * (Real.cos C + Real.cos D) := by
    intro A B C D hC hD
    rw [hC, hD, Real.cos_add, Real.cos_sub]
    ring
  apply prod
  · push_cast
    ring
  · push_cast
    ring
```

For \(|k|\le m\), both \(|k-k'|\) and \(|k+k'|\) are at most \(2m<P\). The first ring sum survives only at \(k'=k\), the second only at \(k'=-k\). Each gives \(P\cos(2\pi kl/n+\varphi)\), and the prefactor \(1/(2P)\) leaves the same mode on the small ring. At \(k=0\) the two survivors share one value of \(k'\) but are still two terms; counting them once would halve the constant path. The proof keeps two separate `if` terms for this reason.

These modes have unit amplitude. Between modes of unit norm, \(T\) carries a factor \(\sqrt{n/P}\).

```lean
/-- If `2 m + 1 ≤ P`, contraction takes every mode with `|k| ≤ m` to the same mode sampled on
the `2 m + 1` beads of the small ring. -/
theorem contraction_low_mode {m P : ℕ} (hnP : 2 * m + 1 ≤ P) {k : ℤ} (hk : |k| ≤ m) (φ : ℝ) :
    contraction m P *ᵥ mode P k φ = mode (2 * m + 1) k φ := by
  ext l
  obtain ⟨h1, h2⟩ := abs_le.mp hk
  have hP : (P : ℝ) ≠ 0 := by
    have : P ≠ 0 := by omega
    exact_mod_cast this
  rw [contraction_mulVec_mode]
  -- only the wave numbers `k` and `-k` of the kernel contribute
  trans 1 / (2 * (P : ℝ)) * ∑ k' ∈ Finset.Icc (-(m : ℤ)) (m : ℤ),
    ((if k' = k then P * mode (2 * m + 1) k φ l else 0)
      + (if k' = -k then P * mode (2 * m + 1) k φ l else 0))
  · congr 1
    refine Finset.sum_congr rfl fun k' hk' => ?_
    rw [Finset.mem_Icc] at hk'
    rw [sum_cos_small P (k - k') (by omega) (by omega),
      sum_cos_small P (-k' - k) (by omega) (by omega)]
    congr 1
    · by_cases h : k' = k
      · rw [if_pos (by omega), if_pos h, h]
        rfl
      · rw [if_neg (by omega), if_neg h]
    · by_cases h : k' = -k
      · have e : 2 * π * ((-k : ℤ) : ℝ) * (((l : ℕ) : ℝ) / ((2 * m + 1 : ℕ) : ℝ)) - φ
            = -(2 * π * k * (((l : ℕ) : ℝ) / ((2 * m + 1 : ℕ) : ℝ)) + φ) := by
          rw [Int.cast_neg]
          ring
        rw [if_pos (by omega), if_pos h, h, e, Real.cos_neg]
        rfl
      · rw [if_neg (by omega), if_neg h]
  · rw [Finset.sum_add_distrib, Finset.sum_ite_eq', Finset.sum_ite_eq',
      if_pos (Finset.mem_Icc.mpr ⟨h1, h2⟩),
      if_pos (Finset.mem_Icc.mpr ⟨by omega, by omega⟩),
      one_div, inv_mul_eq_div, div_eq_iff (mul_ne_zero two_ne_zero hP)]
    ring
```

For \(m<k<P-m\), both \(k-k'\) and \(k+k'\) lie strictly between 0 and \(P\), so nothing survives. `omega` checks these integer bounds.

```lean
/-- Contraction removes every mode with `m < k < P - m`. -/
theorem contraction_high_mode {m P : ℕ} {k : ℤ} (h1 : (m : ℤ) < k) (h2 : k < P - m) (φ : ℝ) :
    contraction m P *ᵥ mode P k φ = 0 := by
  ext l
  rw [contraction_mulVec_mode, Pi.zero_apply]
  refine mul_eq_zero_of_right _ (Finset.sum_eq_zero fun k' hk' => ?_)
  rw [Finset.mem_Icc] at hk'
  rw [sum_cos_small P (k - k') (by omega) (by omega),
    sum_cos_small P (-k' - k) (by omega) (by omega),
    if_neg (by omega), if_neg (by omega), add_zero]
```

## Orthogonality of the rows

On the small ring, write \(k=i-m\) with \(i=0,\dots,2m\). The sum over \(k\) becomes a ring sum in which \(i\) plays the bead and \(l-l'\) the wave number. Since \(|l-l'|<n\),

\[
\sum_{k=-m}^{m}\cos\frac{2\pi k(l-l')}{n}=n\,\delta_{ll'}.
\]

```lean
/-- On the small ring of `n = 2 m + 1` beads, the sum of `cos (2 π k (l - l')/n)` over `|k| ≤ m`
is `n` for equal beads and zero for different ones. -/
theorem sum_modes_small_ring (m : ℕ) (l l' : Fin (2 * m + 1)) :
    ∑ k ∈ Finset.Icc (-(m : ℤ)) (m : ℤ),
      Real.cos (2 * π * k * (((l : ℕ) : ℝ) / ((2 * m + 1 : ℕ) : ℝ))
        - 2 * π * k * (((l' : ℕ) : ℝ) / ((2 * m + 1 : ℕ) : ℝ)))
      = if l = l' then ((2 * m + 1 : ℕ) : ℝ) else 0 := by
  -- shift the wave number so that it runs over `0, ..., 2 m`
  have shift : ∀ f : ℤ → ℝ, ∑ k ∈ Finset.Icc (-(m : ℤ)) (m : ℤ), f k
      = ∑ i ∈ Finset.range (2 * m + 1), f ((i : ℤ) - m) := by
    intro f
    symm
    refine Finset.sum_bij (fun (i : ℕ) _ => (i : ℤ) - m) ?_ ?_ ?_ ?_
    · intro i hi
      rw [Finset.mem_range] at hi
      rw [Finset.mem_Icc]
      omega
    · intro i _ j _ hij
      have hij' : (i : ℤ) - m = (j : ℤ) - m := hij
      omega
    · intro k hk
      rw [Finset.mem_Icc] at hk
      exact ⟨(k + m).toNat, by rw [Finset.mem_range]; omega, by omega⟩
    · intro i _
      rfl
  rw [shift]
  by_cases h : l = l'
  · subst h
    simp
  · rw [if_neg h]
    have hne : (l : ℕ) ≠ (l' : ℕ) := fun e => h (Fin.ext e)
    have hl := l.isLt
    have hl' := l'.isLt
    have key := sum_cos_small (2 * m + 1) (((l : ℕ) : ℤ) - ((l' : ℕ) : ℤ))
      (by omega) (by omega)
      (-(2 * π * m * ((((l : ℕ) : ℝ) - ((l' : ℕ) : ℝ)) / ((2 * m + 1 : ℕ) : ℝ))))
    rw [if_neg (by omega)] at key
    rw [Finset.sum_range, ← key]
    refine Finset.sum_congr rfl fun i _ => ?_
    congr 1
    push_cast
    ring
```

Row \(l'\) of \(T\) is \(1/P\) times a sum of low modes with phases \(-2\pi kl'/n\). Applying \(T\) to each of them gives

\[
(TT^{\mathsf T})_{ll'}=\frac1P\sum_{k=-m}^{m}\cos\frac{2\pi k(l-l')}{n}=\frac nP\,\delta_{ll'}.
\]

The steps are `expand`, then `low`. It is \(\sqrt{P/n}\,T\) that has orthonormal rows.

```lean
/-- Ring-polymer contraction: for `n = 2 m + 1 ≤ P` the contraction matrix satisfies
`T Tᵀ = (n/P) 1`. -/
theorem contraction_mul_transpose {m P : ℕ} (hnP : 2 * m + 1 ≤ P) :
    contraction m P * (contraction m P)ᵀ
      = (((2 * m + 1 : ℕ) : ℝ) / (P : ℝ)) • (1 : Matrix _ _ ℝ) := by
  ext l l'
  -- each row of the matrix is a superposition of low modes
  have expand : (contraction m P * (contraction m P)ᵀ) l l'
      = 1 / (P : ℝ) * ∑ k ∈ Finset.Icc (-(m : ℤ)) (m : ℤ), (contraction m P *ᵥ
          mode P k (-(2 * π * k * (((l' : ℕ) : ℝ) / ((2 * m + 1 : ℕ) : ℝ))))) l := by
    simp only [Matrix.mul_apply, Matrix.transpose_apply, Matrix.mulVec, dotProduct]
    rw [Finset.sum_comm, Finset.mul_sum]
    refine Finset.sum_congr rfl fun j _ => ?_
    have row : contraction m P l' j = 1 / (P : ℝ) * ∑ k ∈ Finset.Icc (-(m : ℤ)) (m : ℤ),
        mode P k (-(2 * π * k * (((l' : ℕ) : ℝ) / ((2 * m + 1 : ℕ) : ℝ)))) j := by
      simp only [contraction, Matrix.of_apply, mode]
      congr 1
      refine Finset.sum_congr rfl fun k _ => ?_
      rw [← Real.cos_neg]
      congr 1
      ring
    rw [row, ← Finset.mul_sum]
    ring
  have low : ∑ k ∈ Finset.Icc (-(m : ℤ)) (m : ℤ), (contraction m P *ᵥ
      mode P k (-(2 * π * k * (((l' : ℕ) : ℝ) / ((2 * m + 1 : ℕ) : ℝ))))) l
      = if l = l' then ((2 * m + 1 : ℕ) : ℝ) else 0 := by
    rw [← sum_modes_small_ring m l l']
    refine Finset.sum_congr rfl fun k hk => ?_
    rw [contraction_low_mode hnP (abs_le.mpr (Finset.mem_Icc.mp hk))]
    simp only [mode, sub_eq_add_neg]
  rw [expand, low, Matrix.smul_apply, Matrix.one_apply, smul_eq_mul]
  split_ifs <;> ring
```

## Constant paths

The mode with \(k=0\), \(\varphi=0\) is the constant path 1. Its contraction is 1 on every small bead, which is the row-sum rule; multiplying by \(c\) gives the second claim. For \(n=1\), \(T\) returns the centroid.

```lean
/-- For `2 m + 1 ≤ P` every row of the contraction matrix sums to one, and a path with all beads
at the same position `c` is contracted to the path with all beads at `c`. -/
theorem contraction_constant {m P : ℕ} (hnP : 2 * m + 1 ≤ P) :
    (∀ l, ∑ j, contraction m P l j = 1) ∧
      ∀ c : ℝ, contraction m P *ᵥ (fun _ => c) = fun _ => c := by
  have row : ∀ l, ∑ j, contraction m P l j = 1 := by
    intro l
    -- the constant path is the mode of wave number zero
    have h := congrFun (contraction_low_mode hnP (k := 0) (by simp) 0) l
    simpa [mode, Matrix.mulVec, dotProduct] using h
  refine ⟨row, fun c => ?_⟩
  ext l
  simp only [Matrix.mulVec, dotProduct]
  rw [← Finset.sum_mul, row, one_mul]
```

## More beads than the original ring

Take \(n=3\), \(P=1\). Then \(T\) is the column \((3,0,0)^{\mathsf T}\), so \(TT^{\mathsf T}=\mathrm{diag}(9,0,0)\) instead of \(3\cdot 1\), and the row sums are 3, 0, 0. The row sums alone need only \(P>m\), because then \(P\) divides no nonzero \(k\) in the kernel.

The relation \(TT^{\mathsf T}=(n/P)\,1\) fails whenever \(0<P<n\). If it held, \((P/n)T^{\mathsf T}\) would be a right inverse of \(T\), so \(T\) would have rank \(n\), but a matrix with \(P\) columns has rank at most \(P\).

```lean
/-- Conversely, for `P > 0` the relation `T Tᵀ = (n/P) 1` with `n = 2 m + 1` can hold only if
`n ≤ P`. -/
theorem le_of_contraction_mul_transpose {m P : ℕ} (hP : 0 < P)
    (h : contraction m P * (contraction m P)ᵀ
      = (((2 * m + 1 : ℕ) : ℝ) / (P : ℝ)) • (1 : Matrix _ _ ℝ)) :
    2 * m + 1 ≤ P := by
  have hP' : (P : ℝ) ≠ 0 := by exact_mod_cast hP.ne'
  have hn : ((2 * m + 1 : ℕ) : ℝ) ≠ 0 := Nat.cast_ne_zero.mpr (by omega)
  -- the rescaled transpose is a right inverse, so the rank is `n`
  have inv : contraction m P * (((P : ℝ) / ((2 * m + 1 : ℕ) : ℝ)) • (contraction m P)ᵀ) = 1 := by
    rw [Matrix.mul_smul, h, smul_smul, div_mul_div_cancel₀ hn, div_self hP', one_smul]
  have rk := Matrix.rank_mul_le_left (contraction m P)
    (((P : ℝ) / ((2 * m + 1 : ℕ) : ℝ)) • (contraction m P)ᵀ)
  rw [inv, Matrix.rank_one, Fintype.card_fin] at rk
  exact rk.trans (by simpa using Matrix.rank_le_card_width (contraction m P))

end

end RingPolymerContraction
```

```lean
#print axioms RingPolymerContraction.contraction_high_mode
#print axioms RingPolymerContraction.contraction_mul_transpose
#print axioms RingPolymerContraction.contraction_constant
#print axioms RingPolymerContraction.le_of_contraction_mul_transpose
```

```
'RingPolymerContraction.contraction_high_mode' depends on axioms: [propext, Classical.choice, Quot.sound]
'RingPolymerContraction.contraction_mul_transpose' depends on axioms: [propext, Classical.choice, Quot.sound]
'RingPolymerContraction.contraction_constant' depends on axioms: [propext, Classical.choice, Quot.sound]
'RingPolymerContraction.le_of_contraction_mul_transpose' depends on axioms: [propext, Classical.choice, Quot.sound]
```
